# For a positive semidefinite bare interaction and nonpositive polarizabilities, an error in P grows by at most a factor ‖v‖² in W

A small error in a polarizability can become a large error in the screened interaction, because $W=(1-vP)^{-1}v$ contains an inverse. With the numbers $v=1$ and $P=0.9$ one gets $W=10$; changing $P$ to $0.91$ gives $W\approx 11.1$, so an error of $0.01$ has grown more than a hundredfold. Here $P$ is positive and enhances the interaction instead of screening it. When $v$ is symmetric positive semidefinite and the quadratic forms of both polarizabilities, the exact and the approximate one, are nowhere positive, the theorems below limit the growth factor to $\|v\|^2$, which is $1$ for $v=1$. For RPA or $GW$ work with real orbitals and a fixed finite real basis, they turn an error in $P$ at zero or imaginary frequency into a bound on the error in $W$ at that frequency.

## Matrices and their norm

```lean
import Mathlib

open Matrix
open scoped Matrix.Norms.L2Operator InnerProductSpace

namespace PolarizabilityErrorPropagation

noncomputable section

variable {n : Type*} [Fintype n] [DecidableEq n]

local notation "𝓛" => Matrix.toEuclideanCLM (𝕜 := ℝ)
```

The finite type `n` labels the basis functions. The opened scope `Matrix.Norms.L2Operator` makes $\|A\|$ the Euclidean operator norm, the smallest $c\ge 0$ with $\|Ax\|\le c\|x\|$ for all $x$. The notation `𝓛 A` is the matrix $A$ regarded as a linear map on Euclidean space.

## Interaction, polarizability and screening

```lean
/-- A bare interaction: a real symmetric matrix with nonnegative energy for every charge
distribution. -/
def IsBareInteraction (v : Matrix n n ℝ) : Prop :=
  v.IsSymm ∧ ∀ x : n → ℝ, 0 ≤ x ⬝ᵥ v *ᵥ x
```

Here `⬝ᵥ` is the dot product and `*ᵥ` applies a matrix to a vector. The definition says $v^T=v$ and $x^Tvx\ge 0$: no charge distribution $x$ has negative electrostatic energy. A singular $v$ is allowed.

```lean
/-- A screening polarizability: its quadratic form is nowhere positive. -/
def IsScreening (P : Matrix n n ℝ) : Prop :=
  ∀ x : n → ℝ, x ⬝ᵥ P *ᵥ x ≤ 0
```

This is $x^TPx\le 0$ for all $x$. Physically, the interaction energy $x^TPx$ of a total potential $x$ with the charge $Px$ it induces is never positive. The static RPA polarizability of independent electrons in their ground state has this sign. Stability of an interacting ground state does not by itself ensure it, because stability constrains the full response $(1-Pv)^{-1}P$ and not $P$: for the numbers $v=1$ and $P=2$ the full response is $-2$. The sign is assumed here, not derived from a Hamiltonian. Symmetry of $P$ is not required; complex matrices at real frequencies are not covered.

```lean
/-- The screened interaction `W = (1 - v P)⁻¹ v`. -/
def screened (v P : Matrix n n ℝ) : Matrix n n ℝ := (1 - v * P)⁻¹ * v
```

This is $W=(1-vP)^{-1}v$. Lean gives a singular matrix the inverse zero, so invertibility has to be proved before the formula carries its usual meaning.

## A bound on the total potential

```lean
/-- Let `v` be symmetric and positive semidefinite, and let the quadratic form of `P` be nowhere
positive. If a potential `y` is produced by an external charge `x` together with the induced charge
`P y`, its norm is at most `‖v‖ ‖x‖`; this holds in any real inner product space. -/
theorem norm_potential_le {E : Type*} [NormedAddCommGroup E] [InnerProductSpace ℝ E]
    (v P : E →L[ℝ] E) (hs : ∀ x y, inner ℝ (v x) y = inner ℝ x (v y))
    (hv : ∀ x, 0 ≤ inner ℝ x (v x)) (hP : ∀ x, inner ℝ x (P x) ≤ 0)
    {x y : E} (h : y = v (x + P y)) : ‖y‖ ≤ ‖v‖ * ‖x‖ := by
  have e1 : v (x + P y) = y := h.symm
  generalize hz : x + P y = z at e1
  have e2 : inner ℝ z (v y) = ‖y‖ ^ 2 := by
    rw [← hs, e1, real_inner_self_eq_norm_sq]
  have e3 : inner ℝ y (v y) ≤ ‖v‖ * ‖y‖ ^ 2 :=
    calc inner ℝ y (v y) ≤ ‖y‖ * ‖v y‖ := real_inner_le_norm _ _
      _ ≤ ‖y‖ * (‖v‖ * ‖y‖) :=
        mul_le_mul_of_nonneg_left (v.le_opNorm y) (norm_nonneg _)
      _ = ‖v‖ * ‖y‖ ^ 2 := by ring
  -- the induced charge can only lower the energy
  have e4 : inner ℝ z y ≤ ‖x‖ * ‖y‖ := by
    rw [← hz, inner_add_left, real_inner_comm y (P y)]
    linarith [hP y, real_inner_le_norm x y]
  -- positivity of the interaction on a well-chosen charge
  have e5 := hv (‖v‖ • z - y)
  simp only [map_sub, map_smul, e1, inner_sub_left, inner_sub_right, real_inner_smul_left,
    real_inner_smul_right, e2, real_inner_self_eq_norm_sq] at e5
  rcases (norm_nonneg v).eq_or_lt with h0 | h0
  · have h1 := v.le_opNorm z
    rw [e1, ← h0, zero_mul] at h1
    rw [← h0, zero_mul]
    exact h1
  · by_contra hcon
    have hlt := lt_of_not_ge hcon
    have hy : 0 < ‖y‖ := lt_of_le_of_lt (by positivity) hlt
    have a := mul_pos (mul_pos h0 hy) (sub_pos.2 hlt)
    have b := mul_le_mul_of_nonneg_left e4 (mul_nonneg h0.le h0.le)
    nlinarith [a, b, e3, e5]
```

Let an external charge $x$ and the induced charge $Py$ together produce the potential $y$. With $z=x+Py$ and $a=\|v\|$, we have $y=vz$, and the claim is $\|y\|\le a\|x\|$.

If $a=0$, then $y=0$. Otherwise test the positivity of $v$ on $az-y$. Symmetry gives $\langle z,vy\rangle=\langle vz,y\rangle=\|y\|^2$, so
$$0\le a^2\langle z,y\rangle-2a\|y\|^2+\langle y,vy\rangle .$$
Since $\langle y,vy\rangle\le a\|y\|^2$, this leaves $a\|y\|^2\le a^2\langle z,y\rangle$. The sign of $P$ gives
$$\langle z,y\rangle=\langle x,y\rangle+\langle Py,y\rangle\le\|x\|\|y\|.$$
Hence $a\|y\|^2\le a^2\|x\|\|y\|$. Divide by $a\|y\|$ if $y\ne0$; the case $y=0$ is immediate.

In Lean, `e2` to `e5` are these relations. The last step argues by contradiction, and `nlinarith` combines the inequalities.

```lean
/-- For a bare interaction matrix `v` and a screening polarizability matrix `P`, a potential `y = v
(x + P y)` has norm at most `‖v‖ ‖x‖`. -/
theorem norm_matrix_potential_le {v P : Matrix n n ℝ} (hv : IsBareInteraction v)
    (hP : IsScreening P) {x y : EuclideanSpace ℝ n} (h : y = 𝓛 v (x + 𝓛 P y)) :
    ‖y‖ ≤ ‖v‖ * ‖x‖ := by
  have key (A : Matrix n n ℝ) (a b : EuclideanSpace ℝ n) :
      inner ℝ a (𝓛 A b) = a.ofLp ⬝ᵥ A *ᵥ b.ofLp := by
    rw [EuclideanSpace.inner_eq_star_dotProduct, dotProduct_comm]
    rfl
  refine norm_potential_le (𝓛 v) (𝓛 P) (fun a b => ?_) (fun a => ?_) (fun a => ?_) h
  · rw [real_inner_comm, key, key, Matrix.dotProduct_mulVec, ← Matrix.mulVec_transpose,
      hv.1.eq, dotProduct_comm]
  · rw [key]; exact hv.2 _
  · rw [key]; exact hP _
```

The same bound for matrices: `key` identifies the inner product with the dot product, and the two definitions supply the hypotheses.

## The inverse exists

```lean
/-- For a bare interaction `v` and a screening polarizability `P`, the dielectric matrix `1 - v P`
is invertible. -/
theorem isUnit_dielectric {v P : Matrix n n ℝ} (hv : IsBareInteraction v)
    (hP : IsScreening P) : IsUnit (1 - v * P) := by
  rw [Matrix.isUnit_iff_isUnit_det, isUnit_iff_ne_zero]
  intro h0
  -- a null vector would be a potential without external charge
  obtain ⟨y, hy, h⟩ := Matrix.exists_mulVec_eq_zero_iff.2 h0
  rw [Matrix.sub_mulVec, Matrix.one_mulVec, ← Matrix.mulVec_mulVec, sub_eq_zero] at h
  have hb : ‖WithLp.toLp 2 y‖ ≤ ‖v‖ * ‖(0 : EuclideanSpace ℝ n)‖ := by
    refine norm_matrix_potential_le hv hP ?_
    rw [zero_add]
    simpa only [Matrix.toEuclideanCLM_toLp] using congrArg (WithLp.toLp 2) h
  rw [norm_zero, mul_zero, norm_le_zero_iff] at hb
  exact hy (congrArg WithLp.ofLp hb)
```

If $1-vP$ were singular, some $y\ne0$ would satisfy $y=vPy$. That is a potential with external charge $x=0$, so the bound gives $\|y\|\le0$, a contradiction.

```lean
/-- If `1 - v P` is invertible, the screened interaction solves the Dyson equation `W = v + v P W`.
-/
theorem dyson {v P : Matrix n n ℝ} (h : IsUnit (1 - v * P)) :
    screened v P = v + v * P * screened v P := by
  have h1 : (1 - v * P) * screened v P = v := by
    rw [screened, ← mul_assoc,
      Matrix.mul_nonsing_inv _ ((Matrix.isUnit_iff_isUnit_det _).1 h), one_mul]
  linear_combination (norm := noncomm_ring) h1
```

Multiplying the definition of $W$ by $1-vP$ gives $(1-vP)W=v$, which rearranges to the Dyson equation $W=v+vPW$. The `noncomm_ring` option does the algebra without commuting matrices.

```lean
/-- Screening never increases the operator norm of the interaction. -/
theorem norm_screened_le {v P : Matrix n n ℝ} (hv : IsBareInteraction v)
    (hP : IsScreening P) : ‖screened v P‖ ≤ ‖v‖ := by
  have hd := dyson (isUnit_dielectric hv hP)
  have hn : ‖𝓛 (screened v P)‖ = ‖screened v P‖ := rfl
  rw [← hn]
  refine ContinuousLinearMap.opNorm_le_bound _ (norm_nonneg _) fun x =>
    norm_matrix_potential_le hv hP ?_
  calc 𝓛 (screened v P) x = 𝓛 (v + v * P * screened v P) x := by rw [← hd]
    _ = (𝓛 v + 𝓛 v * 𝓛 P * 𝓛 (screened v P)) x := by rw [map_add, map_mul, map_mul]
    _ = 𝓛 v x + 𝓛 v (𝓛 P (𝓛 (screened v P) x)) := rfl
    _ = 𝓛 v (x + 𝓛 P (𝓛 (screened v P) x)) := (map_add _ _ _).symm
```

Let $v$ be a bare interaction and $P$ a screening polarizability, as the theorem assumes. Apply the Dyson equation to $x$ and set $y=Wx$. Then $y=v(x+Py)$, so $\|Wx\|\le\|v\|\|x\|$ for every $x$, which means $\|W\|\le\|v\|$.

A different model would take $v$ positive definite and $P$ symmetric and negative semidefinite. Then $W=(v^{-1}-P)^{-1}$, and $v^{-1}-P\ge v^{-1}$ gives $0<W\le v$ as quadratic forms. This is shorter and yields an ordering as well as a norm bound, but it excludes singular interactions and nonsymmetric polarizabilities.

## The exact difference and its size

```lean
/-- Two screened interactions built on the same `v` differ by `W₁ (P₂ - P₁) W₂` whenever both
dielectric matrices are invertible. -/
theorem screened_sub {v P₁ P₂ : Matrix n n ℝ} (h₁ : IsUnit (1 - v * P₁))
    (h₂ : IsUnit (1 - v * P₂)) :
    screened v P₂ - screened v P₁ = screened v P₁ * (P₂ - P₁) * screened v P₂ := by
  have hd := dyson h₂
  generalize screened v P₂ = W at hd ⊢
  have key : (1 - v * P₁) * W = v + v * (P₂ - P₁) * W := by
    linear_combination (norm := noncomm_ring) hd
  rw [sub_eq_iff_eq_add']
  calc W = (1 - v * P₁)⁻¹ * ((1 - v * P₁) * W) := by
        rw [← mul_assoc, Matrix.nonsing_inv_mul _ ((Matrix.isUnit_iff_isUnit_det _).1 h₁),
          one_mul]
    _ = (1 - v * P₁)⁻¹ * (v + v * (P₂ - P₁) * W) := by rw [key]
    _ = screened v P₁ + screened v P₁ * (P₂ - P₁) * W := by
        simp only [mul_add, screened, mul_assoc]
```

Write $W_j$ for the interaction built from $P_j$. The Dyson equation for $W_2$ gives
$$(1-vP_1)W_2=W_2-vP_2W_2+v(P_2-P_1)W_2=v+v(P_2-P_1)W_2 .$$
Multiplying from the left by $(1-vP_1)^{-1}$ gives $W_2=W_1+W_1(P_2-P_1)W_2$. The fact `key` is the displayed line. Only invertibility is used, not the signs.

```lean
/-- Propagation of a polarizability error, for a bare interaction `v` and screening polarizabilities
`P₁` and `P₂`: `W₂ - W₁ = W₁ (P₂ - P₁) W₂`, and the error of the screened interaction is at most
`‖v‖²` times the error of the polarizability. -/
theorem polarizability_error {v P₁ P₂ : Matrix n n ℝ} (hv : IsBareInteraction v)
    (h₁ : IsScreening P₁) (h₂ : IsScreening P₂) :
    screened v P₂ - screened v P₁ = screened v P₁ * (P₂ - P₁) * screened v P₂ ∧
      ‖screened v P₂ - screened v P₁‖ ≤ ‖v‖ ^ 2 * ‖P₂ - P₁‖ := by
  have e := screened_sub (isUnit_dielectric hv h₁) (isUnit_dielectric hv h₂)
  have b₁ := norm_screened_le hv h₁
  have b₂ := norm_screened_le hv h₂
  refine ⟨e, ?_⟩
  rw [e]
  calc ‖screened v P₁ * (P₂ - P₁) * screened v P₂‖
      ≤ ‖screened v P₁‖ * ‖P₂ - P₁‖ * ‖screened v P₂‖ :=
        (norm_mul_le _ _).trans
          (mul_le_mul_of_nonneg_right (norm_mul_le _ _) (norm_nonneg _))
    _ ≤ ‖v‖ * ‖P₂ - P₁‖ * ‖v‖ := by gcongr
    _ = ‖v‖ ^ 2 * ‖P₂ - P₁‖ := by ring
```

The symbol `∧` joins the two conclusions. The first is the identity just derived. The second follows by taking norms:
$$\|W_2-W_1\|\le\|W_1\|\|P_2-P_1\|\|W_2\|\le\|v\|^2\|P_2-P_1\|.$$

For a numerical instance, take
$$v=\begin{pmatrix}2&1\\1&2\end{pmatrix},\quad P_1=0,\quad P_2=\begin{pmatrix}-1&0\\0&0\end{pmatrix}.$$
Then $W_1=v$, and
$$W_2=\begin{pmatrix}3&0\\1&1\end{pmatrix}^{-1}v=\frac13\begin{pmatrix}2&1\\1&5\end{pmatrix},\quad W_2-W_1=-\frac13\begin{pmatrix}4&2\\2&1\end{pmatrix}.$$
The difference has norm $5/3$. Since $\|v\|=3$ and $\|P_2-P_1\|=1$, the bound is $9$.

## The first-order estimate

```lean
/-- For a bare interaction `v` and screening polarizabilities `P₁` and `P₂`, the first-order
estimate `W₁ + W₁ (P₂ - P₁) W₁` misses `W₂` by at most `‖v‖³ ‖P₂ - P₁‖²`. -/
theorem first_order_remainder {v P₁ P₂ : Matrix n n ℝ} (hv : IsBareInteraction v)
    (h₁ : IsScreening P₁) (h₂ : IsScreening P₂) :
    ‖screened v P₂ - screened v P₁ - screened v P₁ * (P₂ - P₁) * screened v P₁‖
      ≤ ‖v‖ ^ 3 * ‖P₂ - P₁‖ ^ 2 := by
  obtain ⟨e, hb⟩ := polarizability_error hv h₁ h₂
  have b₁ := norm_screened_le hv h₁
  generalize P₂ - P₁ = D at e hb ⊢
  -- insert the exact difference identity once more
  have e' : screened v P₂ - screened v P₁ - screened v P₁ * D * screened v P₁
      = screened v P₁ * D * (screened v P₂ - screened v P₁) := by
    rw [mul_sub, ← e]
  rw [e']
  calc ‖screened v P₁ * D * (screened v P₂ - screened v P₁)‖
      ≤ ‖screened v P₁‖ * ‖D‖ * ‖screened v P₂ - screened v P₁‖ :=
        (norm_mul_le _ _).trans
          (mul_le_mul_of_nonneg_right (norm_mul_le _ _) (norm_nonneg _))
    _ ≤ ‖v‖ * ‖D‖ * (‖v‖ ^ 2 * ‖D‖) := by gcongr
    _ = ‖v‖ ^ 3 * ‖D‖ ^ 2 := by ring
```

Put $D=P_2-P_1$. Replacing $W_2$ by $W_1$ on the right of the identity gives the estimate $W_1+W_1DW_1$. Its error is
$$W_1DW_2-W_1DW_1=W_1D(W_2-W_1),$$
with norm at most $\|v\|\|D\|\cdot\|v\|^2\|D\|=\|v\|^3\|D\|^2$. The equation `e'` is this rewriting.

## The constant is optimal

```lean
/-- For every bare interaction `v`, a constant that bounds the error propagation for all
screening polarizabilities is at least `‖v‖²`. -/
theorem error_constant_optimal [Nonempty n] {v : Matrix n n ℝ} (hv : IsBareInteraction v)
    {C : ℝ} (hC : ∀ P₁ P₂ : Matrix n n ℝ, IsScreening P₁ → IsScreening P₂ →
      ‖screened v P₂ - screened v P₁‖ ≤ C * ‖P₂ - P₁‖) : ‖v‖ ^ 2 ≤ C := by
  have hone : ‖(1 : Matrix n n ℝ)‖ = 1 := CStarRing.norm_one
  have hsq : ‖v * v‖ = ‖v‖ ^ 2 := by
    have h := Matrix.l2_opNorm_conjTranspose_mul_self v
    rw [Matrix.conjTranspose_eq_transpose_of_trivial, hv.1.eq] at h
    rw [h, sq]
  have h0 : IsScreening (0 : Matrix n n ℝ) := fun x => by simp
  have hW0 : screened v 0 = v := by simp [screened]
  -- compare no screening with the weak uniform screening `-t`
  have main : ∀ t : ℝ, 0 < t → ‖v‖ ^ 2 ≤ C + ‖v‖ ^ 3 * t := by
    intro t ht
    have hP : IsScreening (-(t • (1 : Matrix n n ℝ))) := by
      intro x
      have hx : 0 ≤ x ⬝ᵥ x := Finset.sum_nonneg fun i _ => mul_self_nonneg (x i)
      have hq : x ⬝ᵥ (-(t • (1 : Matrix n n ℝ))) *ᵥ x = -(t * (x ⬝ᵥ x)) := by
        simp [Matrix.neg_mulVec, Matrix.smul_mulVec]
      rw [hq]
      linarith [mul_nonneg ht.le hx]
    have hN : ‖-(t • (1 : Matrix n n ℝ))‖ = t := by
      rw [norm_neg, norm_smul, hone, mul_one, Real.norm_of_nonneg ht.le]
    obtain ⟨e, hb⟩ := polarizability_error hv h0 hP
    have hc := hC _ _ h0 hP
    rw [hW0, sub_zero] at e hb hc
    rw [hN] at hb hc
    generalize screened v (-(t • (1 : Matrix n n ℝ))) = W at e hb hc
    have e' : W - v = -(t • (v * W)) := by
      rw [e, mul_neg, neg_mul, mul_smul_comm, mul_one, smul_mul_assoc]
    have hvW : ‖v * W‖ ≤ C := by
      rw [e', norm_neg, norm_smul, Real.norm_of_nonneg ht.le, mul_comm C t] at hc
      exact le_of_mul_le_mul_left hc ht
    calc ‖v‖ ^ 2 = ‖v * W - v * (W - v)‖ := by
          rw [← hsq, mul_sub, sub_sub_cancel]
      _ ≤ ‖v * W‖ + ‖v * (W - v)‖ := norm_sub_le _ _
      _ ≤ C + ‖v‖ * (‖v‖ ^ 2 * t) :=
          add_le_add hvW ((norm_mul_le _ _).trans
            (mul_le_mul_of_nonneg_left hb (norm_nonneg _)))
      _ = C + ‖v‖ ^ 3 * t := by ring
  -- let the screening strength go to zero
  refine le_of_forall_pos_le_add fun ε hε => ?_
  have hpos : 0 < ‖v‖ ^ 3 + 1 := by positivity
  have ht : 0 < ε / (‖v‖ ^ 3 + 1) := div_pos hε hpos
  have hm := main _ ht
  have hcancel : ε / (‖v‖ ^ 3 + 1) * (‖v‖ ^ 3 + 1) = ε := div_mul_cancel₀ _ hpos.ne'
  linarith

end

end PolarizabilityErrorPropagation
```

Suppose $C$ bounds the error propagation for all screening pairs, with at least one basis function. Compare $P_1=0$ with $P_2=-t\,1$ for $t>0$, and write $W$ for $W_2$. The identity reads $W-v=-t\,vW$, so the assumption gives $t\|vW\|\le Ct$, hence $\|vW\|\le C$. The error bound gives $\|W-v\|\le\|v\|^2t$. Since $v$ is symmetric, $\|v^2\|=\|v\|^2$, and therefore
$$\|v\|^2=\|vW-v(W-v)\|\le C+\|v\|^3t .$$
Letting $t\to0$ gives $\|v\|^2\le C$. Lean carries out the limit by choosing $t=\varepsilon/(\|v\|^3+1)$ for each $\varepsilon>0$. The optimality concerns a constant valid for all pairs; a particular pair can do much better, as the numerical instance shows.

```lean
#print axioms PolarizabilityErrorPropagation.polarizability_error
#print axioms PolarizabilityErrorPropagation.first_order_remainder
#print axioms PolarizabilityErrorPropagation.error_constant_optimal
```

```
'PolarizabilityErrorPropagation.polarizability_error' depends on axioms: [propext, Classical.choice, Quot.sound]
'PolarizabilityErrorPropagation.first_order_remainder' depends on axioms: [propext, Classical.choice, Quot.sound]
'PolarizabilityErrorPropagation.error_constant_optimal' depends on axioms: [propext, Classical.choice, Quot.sound]
```
